# A bound on the memory-truncation error of transfer-tensor dynamics

Let $E_0 = 1$ and let $E_n = \sum_{k=1}^{n} T_k E_{n-k}$ in a normed ring. Let $F_n$ obey the same recursion with every $T_k$ of index $k > K$ set to zero. If $\|E_j\| \le A$ and $\|F_j\| \le B$ for all $j < n$, and $\sum_{K<k\le n} \|T_k\| \le \varepsilon$, then

$$\|E_n - F_n\| \le A\,B\,n\,\varepsilon .$$

In the simulation of an open quantum system that starts uncorrelated with its bath, the bath being in a fixed state, $E_n$ is the dynamical map that takes the initial reduced density matrix to the one after $n$ time steps, and $T_k$ is the transfer tensor that carries the memory of the state $k$ steps back. The bound then limits the error of cutting the memory at $K$ steps, for tensors that are otherwise exact and depend only on the time difference.

## Maps generated by a memory kernel

The maps and tensors are elements of a ring `R`, whose multiplication is composition. It need not be commutative, and superoperators in general do not commute.

```lean
import Mathlib

open Finset
open PowerSeries (X)

namespace TransferTensor

variable {R : Type*}
```

With the summation index shifted to start at zero, the recursion reads

$$E_0 = 1, \qquad E_{n+1} = \sum_{k=0}^{n} T_{k+1} E_{n-k} .$$

The Lean function `dynMap T` is the sequence $E$. A kernel is a function `T : ℕ → R`, and its value `T 0` is never used. The step length does not appear: time is the integer $n$, and any error made in discretising time is already contained in the tensors.

```lean
/-- The dynamical maps generated by transfer tensors `T 1, T 2, …`: the map at time zero is the
identity, and each later map is the memory sum of `T k` times the map `k` steps earlier. -/
def dynMap [Ring R] (T : ℕ → R) : ℕ → R
  | 0 => 1
  | n + 1 => ∑ k : Fin (n + 1), T (k.val + 1) * dynMap T (n - k.val)
  decreasing_by omega
```

Truncation keeps $T_k$ for $k \le K$ and replaces the others by zero. The truncated maps are therefore $F_n$ = `dynMap (truncate K T) n`, generated by the same recursion from a shorter kernel.

```lean
/-- Memory truncation: transfer tensors reaching back more than `K` steps are dropped. -/
def truncate [Ring R] (K : ℕ) (T : ℕ → R) (k : ℕ) : R :=
  if k ≤ K then T k else 0
```

The shifted recursion is recorded as a lemma, so that later steps can use an ordinary sum over `range (n + 1)`, that is, over $k = 0, \dots, n$.

```lean
/-- The transfer-tensor recursion, with the memory sum written over `k = 0, …, n`. -/
theorem dynMap_succ [Ring R] (T : ℕ → R) (n : ℕ) :
    dynMap T (n + 1) = ∑ k ∈ range (n + 1), T (k + 1) * dynMap T (n - k) := by
  rw [dynMap, Finset.sum_range]
```

## A Dyson equation for the generating series

Collect the maps and the tensors in formal power series,

$$e = \sum_{n\ge 0} E_n x^n, \qquad t = \sum_{k \ge 0} T_{k+1} x^k ,$$

where $x$ commutes with all coefficients. The coefficient of $x^n$ in $t\,e$ is $\sum_{k=0}^{n} T_{k+1}E_{n-k} = E_{n+1}$. Multiplication by $x$ moves it to order $n+1$, and the remaining coefficient is $E_0 = 1$. Hence

$$e = 1 + x\,t\,e ,$$

which has the form of a Dyson equation. The role of the self-energy is played by $x\,t = \sum_{k\ge 1} T_k x^k$; the comments in the code give that name to $t$ and leave out the factor $x$, a delay by one step. No convergence is involved, since the equation holds coefficient by coefficient. The proof does the same: it compares coefficients at order zero and at order $n+1$, and rewrites the coefficient of the product as the memory sum.

```lean
/-- The generating series of the dynamical maps solves a Dyson equation whose self-energy is the
generating series of the transfer tensors. -/
theorem dyson_series [Ring R] (T : ℕ → R) :
    PowerSeries.mk (dynMap T)
      = 1 + X * (PowerSeries.mk (fun k => T (k + 1)) * PowerSeries.mk (dynMap T)) := by
  ext n
  cases n with
  | zero => simp [dynMap]
  | succ n =>
    rw [map_add, PowerSeries.coeff_succ_X_mul, PowerSeries.coeff_mul, PowerSeries.coeff_mk,
      PowerSeries.coeff_one, if_neg (Nat.succ_ne_zero n), zero_add, dynMap_succ,
      Finset.Nat.sum_antidiagonal_eq_sum_range_succ_mk]
    simp [PowerSeries.coeff_mk]
```

Let a second kernel $S$ have the series $s$ and generate maps with the series $f = 1 + x\,s\,f$. With inverses one would write $e = (1-xt)^{-1}$ and $f = (1-xs)^{-1}$, and then

$$e - f = f\,\big[(1-xs) - (1-xt)\big]\,e = x\,f\,(t-s)\,e .$$

The same identity follows without inverses. Put $g = f(t-s)e$. Inserting the equation for $f$ gives

$$g = (t-s)e + x\,s\,g ,$$

and subtracting the two Dyson equations gives $e - f = x\,t\,e - x\,s\,f$. For $d = e - f - x\,g$ this yields

$$d = x\,t\,e - x\,s\,f - x(t-s)e - x\,x\,s\,g = x\,s\,(e - f - x\,g) = x\,s\,d .$$

The only solution of $d = x\,s\,d$ is zero. Its coefficient at order $0$ vanishes because of the factor $x$, and its coefficient at order $n+1$ is a sum of terms $s_i d_j$ with $i + j = n$, in which $d_j$ vanishes by induction. This is causality: each coefficient is fixed by earlier ones.

In the code, `hz` is the uniqueness statement, `h1` is the difference of the Dyson equations and `h2` is the equation for $g$. The final `calc` derives $d = x\,s\,d$; `noncomm_ring` expands products without reordering them, and `PowerSeries.commute_X` supplies the one exchange that is needed, that of $x$ with $s$.

```lean
/-- Resolvent identity: two solutions of Dyson equations with self-energies `t` and `s` differ
by one insertion of `t - s` between them. -/
theorem resolvent_series [Ring R] (e f t s : PowerSeries R)
    (he : e = 1 + X * (t * e)) (hf : f = 1 + X * (s * f)) :
    e - f = X * (f * ((t - s) * e)) := by
  -- a causal homogeneous equation has only the zero solution
  have hz : ∀ d : PowerSeries R, d = X * (s * d) → d = 0 := by
    intro d hd
    ext n
    induction n using Nat.strong_induction_on with
    | _ n ih =>
      rw [hd]
      cases n with
      | zero => simp
      | succ n =>
        rw [PowerSeries.coeff_succ_X_mul, PowerSeries.coeff_mul, map_zero]
        apply Finset.sum_eq_zero
        intro p hp
        have hp' := mem_antidiagonal.mp hp
        rw [ih p.2 (by omega), map_zero, mul_zero]
  have h1 : e - f = X * (t * e) - X * (s * f) := by
    calc e - f = (1 + X * (t * e)) - (1 + X * (s * f)) := by rw [← he, ← hf]
      _ = _ := by abel
  have h2 : f * ((t - s) * e) = (t - s) * e + X * (s * (f * ((t - s) * e))) := by
    calc f * ((t - s) * e) = (1 + X * (s * f)) * ((t - s) * e) := by rw [← hf]
      _ = _ := by noncomm_ring
  -- the difference of the two sides solves the homogeneous equation
  refine sub_eq_zero.mp (hz _ ?_)
  calc e - f - X * (f * ((t - s) * e))
      = (X * (t * e) - X * (s * f))
        - X * ((t - s) * e + X * (s * (f * ((t - s) * e)))) := by rw [← h1, ← h2]
    _ = X * (s * (e - f)) - X * ((X * s) * (f * ((t - s) * e))) := by noncomm_ring
    _ = X * (s * (e - f)) - X * ((s * X) * (f * ((t - s) * e))) := by
        rw [(PowerSeries.commute_X s).eq]
    _ = X * (s * (e - f - X * (f * ((t - s) * e)))) := by noncomm_ring
```

## One insertion between two propagations

The coefficient of $x^{n+1}$ in the resolvent identity is a discrete Duhamel formula. With $F$ now denoting the maps generated by $S$,

$$E_{n+1} - F_{n+1} = \sum_{i=0}^{n} F_i \sum_{k=0}^{n-i} \big(T_{k+1} - S_{k+1}\big)\, E_{n-i-k} .$$

Read from right to left, each term propagates with the first kernel for $n-i-k$ steps, inserts the kernel difference over $k+1$ steps, and propagates with the second kernel for the remaining $i$ steps. The durations add up to $n+1$. The proof takes this coefficient on both sides and writes the two products of series as nested sums.

```lean
/-- Discrete Duhamel formula: the dynamics of two memory kernels differ by a sum over histories
with `T` first, then one insertion of the kernel difference, then `S`. -/
theorem duhamel [Ring R] (T S : ℕ → R) (n : ℕ) :
    dynMap T (n + 1) - dynMap S (n + 1) = ∑ i ∈ range (n + 1), dynMap S i *
      ∑ k ∈ range (n - i + 1), (T (k + 1) - S (k + 1)) * dynMap T (n - i - k) := by
  have h := PowerSeries.ext_iff.mp
    (resolvent_series _ _ _ _ (dyson_series T) (dyson_series S)) (n + 1)
  -- the factor `X` shifts time by one step
  rw [PowerSeries.coeff_succ_X_mul] at h
  simp only [PowerSeries.coeff_mul, map_sub,
    Finset.Nat.sum_antidiagonal_eq_sum_range_succ_mk, PowerSeries.coeff_mk] at h
  exact h
```

## Exact up to the memory length

For truncation, $S_k = T_k$ when $k \le K$ and $S_k = 0$ otherwise. If $n + 1 \le K$, the recursion for $F_{n+1}$ contains only tensors with index $k+1 \le K$, which are unchanged, and maps at earlier times, which agree by induction. So $F_n = E_n$ for all $n \le K$.

```lean
/-- Up to the memory length `K`, the truncated dynamics is exact. -/
theorem dynMap_truncate_of_le [Ring R] (T : ℕ → R) {K n : ℕ} (h : n ≤ K) :
    dynMap (truncate K T) n = dynMap T n := by
  induction n using Nat.strong_induction_on with
  | _ n ih =>
    cases n with
    | zero => rw [dynMap, dynMap]
    | succ n =>
      rw [dynMap_succ, dynMap_succ]
      refine sum_congr rfl fun k hk => ?_
      have hk' := mem_range.mp hk
      rw [show truncate K T (k + 1) = T (k + 1) from if_pos (by omega),
        ih (n - k) (by omega) (by omega)]
```

At the next step a dropped tensor enters for the first time. In

$$E_{K+1} - F_{K+1} = \sum_{k=0}^{K} \big( T_{k+1}E_{K-k} - S_{k+1}F_{K-k} \big)$$

the terms with $k < K$ cancel, because both the tensors and the maps agree. The term $k = K$ is $T_{K+1}E_0 - 0 = T_{K+1}$. The first error is thus exactly the first dropped tensor. The code splits off this last term with `sum_range_succ`, and `h` states that the others are zero.

```lean
/-- One step beyond the memory length, the truncation error equals the first dropped tensor. -/
theorem first_error [Ring R] (T : ℕ → R) (K : ℕ) :
    dynMap T (K + 1) - dynMap (truncate K T) (K + 1) = T (K + 1) := by
  have h : ∀ k ∈ range K, T (k + 1) * dynMap T (K - k)
      - truncate K T (k + 1) * dynMap (truncate K T) (K - k) = 0 := by
    intro k hk
    have hk' := mem_range.mp hk
    rw [dynMap_truncate_of_le T (Nat.sub_le K k),
      show truncate K T (k + 1) = T (k + 1) from if_pos (by omega), sub_self]
  rw [dynMap_succ T, dynMap_succ (truncate K T), ← Finset.sum_sub_distrib, sum_range_succ,
    sum_eq_zero h, show truncate K T (K + 1) = 0 from if_neg (by omega)]
  simp [dynMap]
```

## From the identity to a norm bound

From here on `R` is a `NormedRing`, so that $\|ab\| \le \|a\|\,\|b\|$. Bounded superoperators with an operator norm are an example. If that norm is induced by the trace norm, completely positive trace-preserving maps have norm one, and $A = 1$ serves for exact physical dynamics.

Assume $\|E_j\| \le A$ and $\|F_j\| \le B$ for $j < n+1$, and $\sum_{k=0}^{n} \|T_{k+1} - S_{k+1}\| \le \varepsilon$. The inner sum of the Duhamel formula satisfies

$$\Big\| \sum_{k=0}^{n-i} (T_{k+1} - S_{k+1}) E_{n-i-k} \Big\| \le \sum_{k=0}^{n-i} \|T_{k+1} - S_{k+1}\|\, A \le \varepsilon A .$$

The last step extends the sum to $k = n$, which only adds non-negative terms, since $A \ge \|E_0\| \ge 0$. Multiplication by $F_i$ contributes at most a factor $B$, and there are $n+1$ values of $i$, so

$$\|E_{n+1} - F_{n+1}\| \le A\,B\,(n+1)\,\varepsilon .$$

At time zero both maps are the identity and the error is zero. In the code, `hsum` is the estimate of the inner sum, `inner` includes the factor $B$, and the closing `calc` adds the $n+1$ equal contributions.

The theorem holds for any two kernels, so it also bounds the effect of inaccurate tensors, for instance tensors extracted from noisy maps.

```lean
/-- If the maps of two memory kernels are bounded by `A` and `B` before time `n`, and the kernels
differ up to time `n` by total norm at most `ε`, the maps at time `n` differ by at most
`A B n ε`. -/
theorem kernel_error [NormedRing R] (T S : ℕ → R) (n : ℕ) {A B ε : ℝ}
    (hA : ∀ j < n, ‖dynMap T j‖ ≤ A) (hB : ∀ j < n, ‖dynMap S j‖ ≤ B)
    (hε : ∑ k ∈ range n, ‖T (k + 1) - S (k + 1)‖ ≤ ε) :
    ‖dynMap T n - dynMap S n‖ ≤ A * B * n * ε := by
  cases n with
  | zero => simp [dynMap]
  | succ n =>
    have hA0 : 0 ≤ A := (norm_nonneg _).trans (hA 0 (by omega))
    have hB0 : 0 ≤ B := (norm_nonneg _).trans (hB 0 (by omega))
    -- each position of the second propagator contributes at most A B ε
    have inner : ∀ i ∈ range (n + 1), ‖dynMap S i * ∑ k ∈ range (n - i + 1),
        (T (k + 1) - S (k + 1)) * dynMap T (n - i - k)‖ ≤ A * B * ε := by
      intro i hi
      have hsum : ‖∑ k ∈ range (n - i + 1),
          (T (k + 1) - S (k + 1)) * dynMap T (n - i - k)‖ ≤ ε * A := by
        calc _ ≤ ∑ k ∈ range (n - i + 1), ‖T (k + 1) - S (k + 1)‖ * A :=
              norm_sum_le_of_le _ fun k _ => (norm_mul_le _ _).trans
                (mul_le_mul_of_nonneg_left (hA _ (by omega)) (norm_nonneg _))
          _ ≤ ∑ k ∈ range (n + 1), ‖T (k + 1) - S (k + 1)‖ * A :=
              sum_le_sum_of_subset_of_nonneg
                (fun k hk => mem_range.mpr (by have := mem_range.mp hk; omega))
                (fun k _ _ => mul_nonneg (norm_nonneg _) hA0)
          _ = (∑ k ∈ range (n + 1), ‖T (k + 1) - S (k + 1)‖) * A := by rw [sum_mul]
          _ ≤ ε * A := mul_le_mul_of_nonneg_right hε hA0
      calc _ ≤ _ := norm_mul_le _ _
        _ ≤ B * (ε * A) := mul_le_mul (hB i (mem_range.mp hi)) hsum (norm_nonneg _) hB0
        _ = A * B * ε := by ring
    rw [duhamel]
    calc _ ≤ ∑ i ∈ range (n + 1), A * B * ε := norm_sum_le_of_le _ inner
      _ = A * B * ((n + 1 : ℕ) : ℝ) * ε := by
          rw [sum_const, card_range, nsmul_eq_mul]; ring
```

## The error of a finite memory

For the truncated kernel, the difference $T_{k+1} - S_{k+1}$ is zero when $k + 1 \le K$ and equals $T_{k+1}$ otherwise. Therefore

$$\sum_{k=0}^{n-1} \|T_{k+1} - S_{k+1}\| = \sum_{K < k \le n} \|T_k\| \le \varepsilon ,$$

and the general bound gives $\|E_n - F_n\| \le A\,B\,n\,\varepsilon$. In the code, `Ioc K n` is the set of integers $k$ with $K < k \le n$. The auxiliary statement `key` proves the equality of the two sums by induction on the upper limit, separating the case in which the new tensor is dropped from the case in which it is kept.

The three constants enter as hypotheses. $B$ can be monitored during the truncated propagation if the maps $F_j$ themselves are propagated, and not only a single density matrix. The number $\varepsilon$ stands for the weight of the memory beyond $K$ steps. It is small when the bath correlations make the tensors decay quickly, but that decay has to be known or estimated separately. If any of the dropped tensors is nonzero, the bound also grows with $n$, so for a fixed $K$ it then gives no control of the long-time limit.

It would be wrong to set $B = A$ on the grounds that truncation only removes terms. Take a qubit with constant populations and a static bath. With probability $1/4$ the bath is in a state that reverses the sign of the coherence at every step, and otherwise it leaves the coherence unchanged. On average the coherence is multiplied by $E_n = \tfrac34 + \tfrac14(-1)^n$, that is, by $1, \tfrac12, 1, \tfrac12, \dots$, and the recursion gives $T_1 = \tfrac12$, $T_2 = \tfrac34$ and $T_3 = -\tfrac38$ for this factor. With $K = 2$ the truncated factors are $1, \tfrac12, 1, \tfrac78, \tfrac{19}{16}, \dots$, and they grow without limit, because $F_n = \tfrac12 F_{n-1} + \tfrac34 F_{n-2}$ has the characteristic root $(1+\sqrt{13})/4 > 1$. The exact maps are completely positive and trace-preserving, so $A = 1$ serves in the norm induced by the trace norm, but no fixed $B$ serves for all times.

```lean
/-- Memory truncation error: if the full and truncated maps are bounded by `A` and `B` before
time `n`, and the tensors dropped up to time `n` have total norm at most `ε`, the error at time
`n` is at most `A B n ε`. -/
theorem truncation_error [NormedRing R] (T : ℕ → R) (K n : ℕ) {A B ε : ℝ}
    (hA : ∀ j < n, ‖dynMap T j‖ ≤ A) (hB : ∀ j < n, ‖dynMap (truncate K T) j‖ ≤ B)
    (hε : ∑ k ∈ Ioc K n, ‖T k‖ ≤ ε) :
    ‖dynMap T n - dynMap (truncate K T) n‖ ≤ A * B * n * ε := by
  -- the kernel difference consists of the dropped tensors
  have key : ∀ l, ∑ k ∈ range l, ‖T (k + 1) - truncate K T (k + 1)‖
      = ∑ k ∈ Ioc K l, ‖T k‖ := by
    intro l
    induction l with
    | zero => rw [Ioc_eq_empty_of_le (Nat.zero_le K), sum_empty, range_zero, sum_empty]
    | succ l ih =>
      rcases le_or_gt K l with h | h
      · rw [sum_range_succ, ih, show truncate K T (l + 1) = 0 from if_neg (by omega),
          sub_zero, Finset.sum_Ioc_succ_top h]
      · rw [sum_range_succ, ih, show truncate K T (l + 1) = T (l + 1) from if_pos (by omega),
          sub_self, norm_zero, add_zero, Ioc_eq_empty_of_le (show l ≤ K by omega),
          Ioc_eq_empty_of_le (show l + 1 ≤ K by omega)]
  exact kernel_error T (truncate K T) n hA hB ((key n).trans_le hε)

end TransferTensor
```

The same argument gives a smaller factor when the positions of the insertion are counted more carefully, a refinement that the code leaves aside. In the Duhamel formula at time $n+1$, a dropped tensor needs $k \ge K$, while $k \le n - i$. Only the positions $i \le n - K$ contribute, and there are $n + 1 - K$ of them. At time $n \ge K$ the bound becomes $A\,B\,(n-K)\,\varepsilon$, which vanishes at $n = K$, in agreement with the exactness of the truncated maps up to that time.

```lean
#print axioms TransferTensor.first_error
-- 'TransferTensor.first_error' depends on axioms: [propext, Classical.choice, Quot.sound]
#print axioms TransferTensor.truncation_error
-- 'TransferTensor.truncation_error' depends on axioms: [propext, Classical.choice, Quot.sound]
```
